# At fixed mode number, ring-polymer spring frequencies converge to their continuum values with an error of order $1/N^2$

## How soft are the springs when the path has only $N$ beads?

An explicit error bound for the spring frequencies would tell me how many beads are enough to get the frequency of a given mode of an imaginary-time path to a chosen accuracy. Cutting the closed path into $N$ beads lowers the frequency of every mode that isn't constant, and knowing that the error vanishes as $N\to\infty$ doesn't help me at $N=32$.

In units where the mass and the imaginary-time period $\hbar\beta$ are both 1, the continuous path has modes $e^{2\pi i k\tau}$ with integer $k$ and frequencies $2\pi|k|$. I have always read that the bead version gets these right up to order $1/N^2$. Can this be proved with an explicit constant, for every $N\ge 1$, and in a form that a proof assistant has checked?

## The error is at most $(2\pi k)^4/(12N^2)$ in the squared frequency

Yes. Write $u_j$ for the displacement of bead $j$, with $j$ counted modulo $N$. The springs act by

$$u_j\mapsto N^2(2u_j-u_{j+1}-u_{j-1}),$$

which is minus the second difference with time step $1/N$. Take $u_j=e^{ijx}$ with $x=2\pi k/N$. Replacing $j$ by $j+N$ multiplies this by $e^{2\pi i k}=1$, so it is well defined on the ring. A shift by one bead gives $u_{j\pm1}=e^{\pm ix}u_j$, hence

$$N^2(2u_j-u_{j+1}-u_{j-1})=N^2(2-e^{ix}-e^{-ix})u_j=m\,u_j,\qquad m=N^2(2-2\cos x).$$

**Upper bound.** Since $1-\cos x=2\sin^2(x/2)\le x^2/2$, we get $m\le N^2x^2=(2\pi k)^2$.

**Lower bound.** For $x\ge0$ the function $\sin x-x+x^3/6$ vanishes at 0, and its derivative $\cos x-1+x^2/2$ is nonnegative by the inequality just used. So $\sin x\ge x-x^3/6$. Next, $1-x^2/2+x^4/24-\cos x$ vanishes at 0 and has derivative $\sin x-x+x^3/6\ge0$. Therefore

$$\cos x\le 1-\frac{x^2}{2}+\frac{x^4}{24},$$

and because both sides are even, this holds for all real $x$. It follows that $2-2\cos x\ge x^2-x^4/12$. Multiplying by $N^2$ and inserting $x=2\pi k/N$ gives

$$(2\pi k)^2-\frac{(2\pi k)^4}{12N^2}\le m\le(2\pi k)^2.$$

**Frequencies.** Put $\Omega=2\pi|k|$ and $y=\pi|k|/N=\Omega/(2N)$. The half-angle formula gives $m=4N^2\sin^2y$, so

$$\sqrt m=2N|\sin y|\ge 2N\left(y-\frac{y^3}{6}\right)=\Omega-\frac{\Omega^3}{24N^2},$$

while $\sqrt m\le\Omega$ follows from the upper bound on $m$. For $k=1$ and $N=32$ the relative error of the frequency is thus at most $\Omega^2/(24N^2)\approx0.16\,\%$.

**The order is sharp.** Two more integrations of the same kind give, first for $x\ge0$,

$$\sin x\le x-\frac{x^3}{6}+\frac{x^5}{120},$$

and then, for all $x$,

$$\cos x\ge1-\frac{x^2}{2}+\frac{x^4}{24}-\frac{x^6}{720}.$$

Hence $2-2\cos x\le x^2-x^4/12+x^6/360$, and together with the lower bound on $m$,

$$\frac{\Omega^4}{12}-\frac{\Omega^6}{360N^2}\le N^2(\Omega^2-m)\le\frac{\Omega^4}{12}.$$

At fixed $k$ the middle term tends to $\Omega^4/12$. For $k\ne0$ this limit is not zero, so the error in $m$ does not shrink faster than $1/N^2$.

Here is the Lean file that proves these statements.

```lean
import Mathlib

open Filter
open scoped Real Topology

namespace RingPolymerSprings

noncomputable section

/-- The spring operator of a ring polymer with `N` beads, for unit mass and unit
imaginary-time period: `u_j ↦ N² (2 u_j - u_(j+1) - u_(j-1))` on the cyclic group. -/
def springOperator (N : ℕ) (u : ZMod N → ℂ) (j : ZMod N) : ℂ :=
  (N : ℂ) ^ 2 * (2 * u j - u (j + 1) - u (j - 1))

/-- The Fourier mode `u_j = exp(2πijk/N)` of a ring with `N ≥ 1` beads, where `j` is
represented by one of `0, …, N - 1`. -/
def mode (N : ℕ) (k : ℤ) (j : ZMod N) : ℂ :=
  Complex.exp (2 * π * Complex.I * (j.val : ℂ) * k / N)

/-- The number `N² (2 - 2 cos(2πk/N))`, for `N ≥ 1`. -/
def springEigenvalue (N : ℕ) (k : ℤ) : ℝ :=
  (N : ℝ) ^ 2 * (2 - 2 * Real.cos (2 * π * k / N))

/-- A function that is differentiable on the whole real line, vanishes at zero and has a nonnegative
derivative for `x ≥ 0` is nonnegative for `x ≥ 0`. -/
theorem nonneg_of_deriv_nonneg {f f' : ℝ → ℝ} (h0 : f 0 = 0)
    (hf : ∀ x, HasDerivAt f (f' x) x) (hf' : ∀ x, 0 ≤ x → 0 ≤ f' x)
    {x : ℝ} (hx : 0 ≤ x) : 0 ≤ f x := by
  have hm : MonotoneOn f (Set.Ici 0) := by
    apply monotoneOn_of_deriv_nonneg (convex_Ici 0)
    · exact fun y _ => (hf y).continuousAt.continuousWithinAt
    · exact fun y _ => (hf y).differentiableAt.differentiableWithinAt
    · intro y hy
      rw [(hf y).deriv]
      exact hf' y (Set.mem_Ici.mp (interior_subset hy))
  have h := hm (Set.mem_Ici.mpr le_rfl) (Set.mem_Ici.mpr hx) hx
  linarith

/-- For `x ≥ 0` the sine is at least its cubic Taylor polynomial. -/
theorem sin_lower {x : ℝ} (hx : 0 ≤ x) : x - x ^ 3 / 6 ≤ Real.sin x := by
  have h : 0 ≤ Real.sin x - (x - x ^ 3 / 6) := by
    refine nonneg_of_deriv_nonneg (f := fun y => Real.sin y - (y - y ^ 3 / 6))
      (f' := fun y => Real.cos y - (1 - y ^ 2 / 2)) (by simp) (fun y => ?_)
      (fun y _ => sub_nonneg.mpr Real.one_sub_sq_div_two_le_cos) hx
    refine ((Real.hasDerivAt_sin y).fun_sub ((hasDerivAt_id' y).fun_sub
      ((hasDerivAt_pow 3 y).div_const 6))).congr_deriv ?_
    simp only [Nat.cast_ofNat, Nat.reduceSub]
    ring
  linarith

/-- The cosine is at most its quartic Taylor polynomial. -/
theorem cos_upper (x : ℝ) : Real.cos x ≤ 1 - x ^ 2 / 2 + x ^ 4 / 24 := by
  have key : ∀ z : ℝ, 0 ≤ z → 0 ≤ z ^ 4 / 24 - z ^ 2 / 2 - Real.cos z + 1 := by
    intro z hz
    refine nonneg_of_deriv_nonneg
      (f := fun y => y ^ 4 / 24 - y ^ 2 / 2 - Real.cos y + 1)
      (f' := fun y => Real.sin y - (y - y ^ 3 / 6)) (by simp) (fun y => ?_)
      (fun y hy => sub_nonneg.mpr (sin_lower hy)) hz
    refine (((((hasDerivAt_pow 4 y).div_const 24).fun_sub
      ((hasDerivAt_pow 2 y).div_const 2)).fun_sub
      (Real.hasDerivAt_cos y)).add_const 1).congr_deriv ?_
    simp only [Nat.cast_ofNat, Nat.reduceSub]
    ring
  -- both sides are even in `x`
  rcases le_total 0 x with h | h
  · linarith [key x h]
  · have h' := key (-x) (by linarith)
    rw [Real.cos_neg] at h'
    linarith

/-- The cosine is at least its Taylor polynomial of degree six. -/
theorem cos_lower (x : ℝ) :
    1 - x ^ 2 / 2 + x ^ 4 / 24 - x ^ 6 / 720 ≤ Real.cos x := by
  have hsin : ∀ z : ℝ, 0 ≤ z → 0 ≤ z ^ 5 / 120 - z ^ 3 / 6 + z - Real.sin z := by
    intro z hz
    refine nonneg_of_deriv_nonneg
      (f := fun y => y ^ 5 / 120 - y ^ 3 / 6 + y - Real.sin y)
      (f' := fun y => 1 - y ^ 2 / 2 + y ^ 4 / 24 - Real.cos y) (by simp) (fun y => ?_)
      (fun y _ => sub_nonneg.mpr (cos_upper y)) hz
    refine (((((hasDerivAt_pow 5 y).div_const 120).fun_sub
      ((hasDerivAt_pow 3 y).div_const 6)).fun_add (hasDerivAt_id' y)).fun_sub
      (Real.hasDerivAt_sin y)).congr_deriv ?_
    simp only [Nat.cast_ofNat, Nat.reduceSub]
    ring
  have key : ∀ z : ℝ, 0 ≤ z →
      0 ≤ z ^ 6 / 720 - z ^ 4 / 24 + z ^ 2 / 2 + Real.cos z - 1 := by
    intro z hz
    refine nonneg_of_deriv_nonneg
      (f := fun y => y ^ 6 / 720 - y ^ 4 / 24 + y ^ 2 / 2 + Real.cos y - 1)
      (f' := fun y => y ^ 5 / 120 - y ^ 3 / 6 + y - Real.sin y) (by simp)
      (fun y => ?_) hsin hz
    refine ((((((hasDerivAt_pow 6 y).div_const 720).fun_sub
      ((hasDerivAt_pow 4 y).div_const 24)).fun_add
      ((hasDerivAt_pow 2 y).div_const 2)).fun_add
      (Real.hasDerivAt_cos y)).sub_const 1).congr_deriv ?_
    simp only [Nat.cast_ofNat, Nat.reduceSub]
    ring
  rcases le_total 0 x with h | h
  · linarith [key x h]
  · have h' := key (-x) (by linarith)
    rw [Real.cos_neg] at h'
    linarith

/-- On a ring with `N ≥ 1` beads the mode takes the value `exp(2πiak/N)` at the bead
labelled by any integer `a`, so it does not depend on the representative. -/
theorem mode_intCast (N : ℕ) [NeZero N] (k a : ℤ) :
    mode N k (a : ZMod N) = Complex.exp (2 * π * Complex.I * a * k / N) := by
  have hN : (N : ℂ) ≠ 0 := Nat.cast_ne_zero.mpr (NeZero.ne N)
  obtain ⟨q, hq⟩ : ∃ q : ℤ, ((a : ZMod N).val : ℤ) = a - N * q :=
    ⟨a / N, by rw [ZMod.val_intCast, Int.emod_def]⟩
  have hc : ((a : ZMod N).val : ℂ) = a - N * q := by exact_mod_cast hq
  unfold mode
  rw [Complex.exp_eq_exp_iff_exists_int]
  refine ⟨-(q * k), ?_⟩
  rw [hc]
  push_cast
  field_simp
  ring

/-- For `N ≥ 1` beads and any integer `k`, the Fourier mode is a nonzero eigenvector of the
spring operator, and its eigenvalue `m` obeys
`(2πk)² - (2πk)⁴/(12N²) ≤ m ≤ (2πk)²`. -/
theorem ring_polymer_spectrum (N : ℕ) [NeZero N] (k : ℤ) :
    mode N k ≠ 0 ∧
    springOperator N (mode N k) = (springEigenvalue N k : ℂ) • mode N k ∧
    (2 * π * k) ^ 2 - (2 * π * k) ^ 4 / (12 * (N : ℝ) ^ 2) ≤ springEigenvalue N k ∧
    springEigenvalue N k ≤ (2 * π * k) ^ 2 := by
  have hN : (N : ℝ) ≠ 0 := Nat.cast_ne_zero.mpr (NeZero.ne N)
  refine ⟨fun h => Complex.exp_ne_zero _ (congrFun h 0), ?_, ?_, ?_⟩
  · funext j
    obtain ⟨a, rfl⟩ := ZMod.intCast_surjective j
    -- a shift by one bead multiplies the mode by a phase
    have hp : mode N k ((a : ZMod N) + 1)
        = mode N k a * Complex.exp (2 * π * k / N * Complex.I) := by
      have h := mode_intCast N k (a + 1)
      push_cast at h
      rw [h, mode_intCast, ← Complex.exp_add]
      congr 1
      ring
    have hm : mode N k ((a : ZMod N) - 1)
        = mode N k a * Complex.exp (-(2 * π * k / N) * Complex.I) := by
      have h := mode_intCast N k (a - 1)
      push_cast at h
      rw [h, mode_intCast, ← Complex.exp_add]
      congr 1
      ring
    have hc := Complex.two_cos (2 * π * k / N)
    simp only [springOperator, springEigenvalue, Pi.smul_apply, smul_eq_mul]
    rw [hp, hm]
    push_cast
    linear_combination ((N : ℂ) ^ 2 * mode N k a) * hc
  · unfold springEigenvalue
    have h := cos_upper (2 * π * k / N)
    calc (2 * π * k) ^ 2 - (2 * π * k) ^ 4 / (12 * (N : ℝ) ^ 2)
        = (N : ℝ) ^ 2 * ((2 * π * k / N) ^ 2 - (2 * π * k / N) ^ 4 / 12) := by
          field_simp
      _ ≤ _ := mul_le_mul_of_nonneg_left (by linarith) (by positivity)
  · unfold springEigenvalue
    have h := Real.one_sub_sq_div_two_le_cos (x := 2 * π * k / N)
    calc (N : ℝ) ^ 2 * (2 - 2 * Real.cos (2 * π * k / N))
        ≤ (N : ℝ) ^ 2 * (2 * π * k / N) ^ 2 :=
          mul_le_mul_of_nonneg_left (by linarith) (by positivity)
      _ = (2 * π * k) ^ 2 := by field_simp

/-- For `N ≥ 1` the spring frequency, the square root of the eigenvalue, lies below
`Ω = 2π|k|` by at most `Ω³/(24N²)`. -/
theorem spring_frequency_bounds (N : ℕ) [NeZero N] (k : ℤ) :
    2 * π * |(k : ℝ)| - (2 * π * |(k : ℝ)|) ^ 3 / (24 * (N : ℝ) ^ 2)
      ≤ √(springEigenvalue N k) ∧
    √(springEigenvalue N k) ≤ 2 * π * |(k : ℝ)| := by
  have hN : (N : ℝ) ≠ 0 := Nat.cast_ne_zero.mpr (NeZero.ne N)
  constructor
  · have hcos : Real.cos (2 * π * k / N) = Real.cos (2 * (π * |(k : ℝ)| / N)) := by
      rcases abs_choice (k : ℝ) with h | h
      · rw [h]
        congr 1
        ring
      · rw [h, ← Real.cos_neg]
        congr 1
        ring
    -- half-angle form of the eigenvalue
    have hm : (2 * N * Real.sin (π * |(k : ℝ)| / N)) ^ 2 = springEigenvalue N k := by
      unfold springEigenvalue
      rw [hcos, Real.cos_two_mul]
      linear_combination
        (4 * (N : ℝ) ^ 2) * Real.sin_sq_add_cos_sq (π * |(k : ℝ)| / N)
    have hs := sin_lower (x := π * |(k : ℝ)| / N) (by positivity)
    calc 2 * π * |(k : ℝ)| - (2 * π * |(k : ℝ)|) ^ 3 / (24 * (N : ℝ) ^ 2)
        = 2 * N * (π * |(k : ℝ)| / N - (π * |(k : ℝ)| / N) ^ 3 / 6) := by
          field_simp
          ring
      _ ≤ 2 * N * Real.sin (π * |(k : ℝ)| / N) :=
          mul_le_mul_of_nonneg_left hs (by positivity)
      _ ≤ √(springEigenvalue N k) := (le_abs_self _).trans (Real.abs_le_sqrt hm.le)
  · refine Real.sqrt_le_iff.mpr ⟨by positivity, ?_⟩
    rw [mul_pow, sq_abs, ← mul_pow]
    exact (ring_polymer_spectrum N k).2.2.2

/-- As the number of beads grows, `N²` times the eigenvalue error `(2πk)² - m` tends to
`(2πk)⁴/12`. -/
theorem eigenvalue_error_limit (k : ℤ) :
    Tendsto (fun N : ℕ => (N : ℝ) ^ 2 * ((2 * π * k) ^ 2 - springEigenvalue N k))
      atTop (𝓝 ((2 * π * k) ^ 4 / 12)) := by
  have hl : Tendsto (fun N : ℕ => (2 * π * (k : ℝ)) ^ 4 / 12
      - (2 * π * (k : ℝ)) ^ 6 / 360 * (1 / (N : ℝ)) ^ 2)
      atTop (𝓝 ((2 * π * k) ^ 4 / 12)) := by
    have h0 : Tendsto (fun N : ℕ => 1 / (N : ℝ)) atTop (𝓝 0) :=
      tendsto_one_div_atTop_nhds_zero_nat
    have h := ((h0.pow 2).const_mul ((2 * π * (k : ℝ)) ^ 6 / 360)).const_sub
      ((2 * π * (k : ℝ)) ^ 4 / 12)
    convert h using 2
    simp
  -- squeeze between the two Taylor estimates
  refine tendsto_of_tendsto_of_tendsto_of_le_of_le' hl tendsto_const_nhds ?_ ?_
  · filter_upwards [eventually_ge_atTop 1] with N hN
    have hN0 : (N : ℝ) ≠ 0 := Nat.cast_ne_zero.mpr (by omega)
    have hc := cos_lower (2 * π * k / N)
    have hm : springEigenvalue N k ≤ (N : ℝ) ^ 2 * ((2 * π * k / N) ^ 2
        - (2 * π * k / N) ^ 4 / 12 + (2 * π * k / N) ^ 6 / 360) := by
      unfold springEigenvalue
      exact mul_le_mul_of_nonneg_left (by linarith) (by positivity)
    calc (2 * π * (k : ℝ)) ^ 4 / 12 - (2 * π * (k : ℝ)) ^ 6 / 360 * (1 / (N : ℝ)) ^ 2
        = (N : ℝ) ^ 2 * ((2 * π * k) ^ 2 - (N : ℝ) ^ 2 * ((2 * π * k / N) ^ 2
          - (2 * π * k / N) ^ 4 / 12 + (2 * π * k / N) ^ 6 / 360)) := by
          field_simp
          ring
      _ ≤ _ := mul_le_mul_of_nonneg_left (by linarith) (by positivity)
  · filter_upwards [eventually_ge_atTop 1] with N hN
    have hN0 : (N : ℝ) ≠ 0 := Nat.cast_ne_zero.mpr (by omega)
    have : NeZero N := ⟨by omega⟩
    have hm := (ring_polymer_spectrum N k).2.2.1
    calc (N : ℝ) ^ 2 * ((2 * π * k) ^ 2 - springEigenvalue N k)
        ≤ (N : ℝ) ^ 2 * ((2 * π * k) ^ 4 / (12 * (N : ℝ) ^ 2)) :=
          mul_le_mul_of_nonneg_left (by linarith) (by positivity)
      _ = (2 * π * k) ^ 4 / 12 := by field_simp

end

end RingPolymerSprings
```

```lean
#print axioms RingPolymerSprings.spring_frequency_bounds
#print axioms RingPolymerSprings.eigenvalue_error_limit
```

```
'RingPolymerSprings.spring_frequency_bounds' depends on axioms: [propext, Classical.choice, Quot.sound]
'RingPolymerSprings.eigenvalue_error_limit' depends on axioms: [propext, Classical.choice, Quot.sound]
```

## Beads as elements of `ZMod N`

A path is a function `ZMod N → ℂ`, and arithmetic in `ZMod N` closes the ring: bead $N-1$ has bead 0 as its right neighbour. The assumption `[NeZero N]` says $N\ge1$. Displacements are complex so that one exponential can serve as a mode; its real and imaginary parts are the cosine and sine waves of a real path. The factor $N^2$ in `springOperator` is the inverse square of the time step. It belongs to the convention in which the beads have the physical mass and the ring polymer is sampled at $N$ times the physical temperature. If the sampling is done at the physical temperature with the same bead masses, the spring frequencies are smaller by a factor $\sqrt N$ and have to be multiplied by it before they are compared with the values here. For a general period, divide the frequencies by $\hbar\beta$.

`mode N k` is the exponential, with `j.val` the representative of bead $j$ in $0,\dots,N-1$. It has squared norm $N$; dividing it by $\sqrt N$ gives a unit vector with the same eigenvalue. `springEigenvalue N k` is the real number $m$.

The theorem `ring_polymer_spectrum` has four parts: the mode is not the zero vector, the spring operator multiplies it by $m$, and $m$ obeys the lower and the upper bound. It holds down to the smallest rings. With one bead both neighbours are the bead itself and $m=0$; with two beads the single neighbour is counted twice. `spring_frequency_bounds` is the statement about $\sqrt m$, and `eigenvalue_error_limit` is the limit of $N^2(\Omega^2-m)$ at fixed $k$.

The integer $k$ is unrestricted, although $k$ and $k+N$ describe the same mode. The bounds are true for each label, but for $k\ne0$ the gap between them is a small fraction of $(2\pi k)^2$ only when $|k|$ is small compared with $N$. At $k=N$, for instance, $m=0$ and the lower bound is negative. Restricting the labels to $|k|\le N/2$ does not make the convergence uniform over the modes of the ring: for even $N$ and $k=N/2$ the frequency is $\sqrt m=2N$, while $\Omega=\pi N$. Convergence is a statement about each fixed $k$.

The theorem supplies eigenvectors and does not state that they form a basis. There is also no external potential. In ring-polymer simulations and instanton calculations, the result controls the error of individual spring frequencies alone. It does not bound the error of a thermal average or a tunnelling rate, which depends on the potential; for a free particle the beads sample the exact thermal distribution at every $N$, even though the spring frequencies are shifted.

## Integrating signs and shifting phases in Lean

The lemma `nonneg_of_deriv_nonneg` is the integration step: a function that is differentiable on the real line, vanishes at 0 and has a nonnegative derivative for $x\ge0$ is monotone there, hence nonnegative. The Taylor bounds form a chain built on it. `sin_lower` starts from Mathlib's inequality $1-x^2/2\le\cos x$, `cos_upper` uses `sin_lower`, and `cos_lower` uses `cos_upper` by way of the quintic bound for the sine. Each time the derivative is assembled from known ones, and `ring` confirms that it has the expected form. The two cosine lemmas treat negative $x$ by evenness.

`mode_intCast` is the remark that $j\to j+N$ changes nothing. The representative of an integer $a$ is $a-Nq$ for some integer $q$, so the two exponents differ by $2\pi i$ times the integer $-qk$. This matters at the seam of the ring, where the representative jumps from $N-1$ to 0.

In `ring_polymer_spectrum` the mode is nonzero because an exponential never vanishes. For the eigenvalue equation, the bead is written as an integer $a$, and `hp` and `hm` are the two phase shifts. `Complex.two_cos` turns the sum of the phases into a cosine, and `linear_combination` finishes the algebra. The two `calc` blocks multiply the cosine bounds by $N^2$ and cancel the powers of $N$.

In `spring_frequency_bounds`, `hcos` replaces $k$ by $|k|$, `hm` is the half-angle formula, and `sin_lower` supplies the cubic estimate. The upper bound comes from the main theorem.

For `eigenvalue_error_limit`, `hl` shows that the lower estimate $\Omega^4/12-\Omega^6/(360N^2)$ tends to $\Omega^4/12$. The squeeze then takes its lower side from `cos_lower` and its upper side from the main theorem, both for $N\ge1$.
